# Laplacian preconditioning keeps the field-carrying eigenvalues of a discrete dielectric operator between the bounds of ε

A molecule in a continuum solvent sits in a dielectric function that changes steeply between solute and solvent, and its electrostatic potential solves a generalized Poisson equation on a grid. If each iteration may call a solver for the ordinary Laplacian, does the number of iterations still grow as the grid is refined?

```lean
import Mathlib

open Matrix

namespace DielectricPreconditioning

noncomputable section

variable {b n : Type*} [Fintype b] [Fintype n]

/-- The discrete Laplacian `Gᵀ G` (with positive sign) built from a discrete gradient `G`. -/
def laplacian (G : Matrix b n ℝ) : Matrix n n ℝ := Gᵀ * G

/-- The squared norm of the discrete field `G x` of a potential `x`. -/
def fieldNormSq (G : Matrix b n ℝ) (x : n → ℝ) : ℝ := (G *ᵥ x) ⬝ᵥ (G *ᵥ x)

/-- Summation by parts for the Laplacian: its bilinear form is the scalar product of the
two fields. -/
theorem laplacian_pairing (G : Matrix b n ℝ) (y x : n → ℝ) :
    y ⬝ᵥ (laplacian G *ᵥ x) = (G *ᵥ y) ⬝ᵥ (G *ᵥ x) := by
  rw [laplacian, ← mulVec_mulVec, dotProduct_mulVec, vecMul_transpose]

variable [DecidableEq b]

/-- The operator `Gᵀ E G` of the generalized Poisson equation, where the diagonal matrix `E`
holds the dielectric function `ε` on the bonds. -/
def dielectricOp (G : Matrix b n ℝ) (ε : b → ℝ) : Matrix n n ℝ := Gᵀ * diagonal ε * G

/-- Summation by parts for the dielectric operator: its bilinear form is the scalar product
of the two fields weighted by the dielectric function. -/
theorem dielectric_pairing (G : Matrix b n ℝ) (ε : b → ℝ) (y x : n → ℝ) :
    y ⬝ᵥ (dielectricOp G ε *ᵥ x) = ∑ i, ε i * ((G *ᵥ y) i * (G *ᵥ x) i) := by
  rw [dielectricOp, ← mulVec_mulVec, ← mulVec_mulVec, dotProduct_mulVec, vecMul_transpose]
  simp only [dotProduct, mulVec_diagonal]
  exact Finset.sum_congr rfl fun i _ => by ring

/-- If the dielectric function lies between `m` and `M`, the quadratic form of the dielectric
operator lies between `m` and `M` times the squared norm of the field. -/
theorem energy_bounds (G : Matrix b n ℝ) {ε : b → ℝ} {m M : ℝ}
    (hε : ∀ i, m ≤ ε i ∧ ε i ≤ M) (x : n → ℝ) :
    m * fieldNormSq G x ≤ x ⬝ᵥ (dielectricOp G ε *ᵥ x) ∧
      x ⬝ᵥ (dielectricOp G ε *ᵥ x) ≤ M * fieldNormSq G x := by
  rw [dielectric_pairing]
  simp only [fieldNormSq, dotProduct, Finset.mul_sum]
  exact ⟨Finset.sum_le_sum fun i _ =>
      mul_le_mul_of_nonneg_right (hε i).1 (mul_self_nonneg _),
    Finset.sum_le_sum fun i _ =>
      mul_le_mul_of_nonneg_right (hε i).2 (mul_self_nonneg _)⟩

/-- If the dielectric function lies between `m` and `M`, so does every real eigenvalue of the
dielectric operator preconditioned by the Laplacian whose eigenvector has a nonzero field. -/
theorem eigenvalue_bounds (G : Matrix b n ℝ) {ε : b → ℝ} {m M μ : ℝ}
    (hε : ∀ i, m ≤ ε i ∧ ε i ≤ M) {x : n → ℝ} (hx : G *ᵥ x ≠ 0)
    (h : dielectricOp G ε *ᵥ x = μ • (laplacian G *ᵥ x)) : m ≤ μ ∧ μ ≤ M := by
  have hpos : 0 < fieldNormSq G x := by
    have h0 : 0 ≤ fieldNormSq G x := Finset.sum_nonneg fun i _ => mul_self_nonneg _
    exact lt_of_le_of_ne h0 fun h1 => hx (dotProduct_self_eq_zero.mp h1.symm)
  -- the eigenvalue is the ratio of the two quadratic forms
  have hE : x ⬝ᵥ (dielectricOp G ε *ᵥ x) = μ * fieldNormSq G x := by
    rw [h, dotProduct_smul, laplacian_pairing, smul_eq_mul, fieldNormSq]
  have hb := energy_bounds G hε x
  rw [hE] at hb
  exact ⟨le_of_mul_le_mul_right hb.1 hpos, le_of_mul_le_mul_right hb.2 hpos⟩

/-- For a dielectric function between `m > 0` and `M`, any two real preconditioned eigenvalues
whose eigenvectors have nonzero fields have ratio at most `M / m`. -/
theorem eigenvalue_ratio (G : Matrix b n ℝ) {ε : b → ℝ} {m M μ ν : ℝ} (hm : 0 < m)
    (hε : ∀ i, m ≤ ε i ∧ ε i ≤ M) {x y : n → ℝ} (hx : G *ᵥ x ≠ 0) (hy : G *ᵥ y ≠ 0)
    (hμ : dielectricOp G ε *ᵥ x = μ • (laplacian G *ᵥ x))
    (hν : dielectricOp G ε *ᵥ y = ν • (laplacian G *ᵥ y)) : μ / ν ≤ M / m := by
  obtain ⟨_, h2⟩ := eigenvalue_bounds G hε hx hμ
  obtain ⟨h3, h4⟩ := eigenvalue_bounds G hε hy hν
  rw [div_le_div_iff₀ (by linarith) hm]
  exact mul_le_mul h2 h3 hm.le (by linarith)

/-- A potential whose field vanishes outside the bonds with dielectric constant `c` satisfies
the preconditioned eigenvalue equation with eigenvalue `c`. -/
theorem eigen_of_uniform_medium (G : Matrix b n ℝ) (ε : b → ℝ) (c : ℝ) (x : n → ℝ)
    (h : ∀ i, (G *ᵥ x) i ≠ 0 → ε i = c) :
    dielectricOp G ε *ᵥ x = c • (laplacian G *ᵥ x) := by
  have hD : diagonal ε *ᵥ (G *ᵥ x) = c • (G *ᵥ x) := by
    ext i
    rw [mulVec_diagonal, Pi.smul_apply, smul_eq_mul]
    by_cases hi : (G *ᵥ x) i = 0
    · rw [hi, mul_zero, mul_zero]
    · rw [h i hi]
  rw [dielectricOp, laplacian, ← mulVec_mulVec, ← mulVec_mulVec, hD, mulVec_smul,
    mulVec_mulVec]

/-- The discrete gradient of a chain of two bonds whose left end is grounded. -/
def chainGradient : Matrix (Fin 2) (Fin 2) ℝ := !![1, 0; -1, 1]

/-- The bounds are sharp: on the grounded chain with dielectric constants `m` and `M` on its
two bonds, both `m` and `M` are preconditioned eigenvalues, with the nonzero fields shown. -/
theorem bounds_sharp (m M : ℝ) :
    (chainGradient *ᵥ ![1, 1] = ![1, 0] ∧
      dielectricOp chainGradient ![m, M] *ᵥ ![1, 1] =
        m • (laplacian chainGradient *ᵥ ![1, 1])) ∧
    (chainGradient *ᵥ ![0, 1] = ![0, 1] ∧
      dielectricOp chainGradient ![m, M] *ᵥ ![0, 1] =
        M • (laplacian chainGradient *ᵥ ![0, 1])) := by
  have h1 : chainGradient *ᵥ ![1, 1] = ![1, 0] := by
    ext i
    fin_cases i <;> simp [chainGradient, mulVec, dotProduct, Fin.sum_univ_two]
  have h2 : chainGradient *ᵥ ![0, 1] = ![0, 1] := by
    ext i
    fin_cases i <;> simp [chainGradient, mulVec, dotProduct, Fin.sum_univ_two]
  refine ⟨⟨h1, eigen_of_uniform_medium _ _ _ _ ?_⟩, ⟨h2, eigen_of_uniform_medium _ _ _ _ ?_⟩⟩
  · rw [h1]
    simp [Fin.forall_fin_two]
  · rw [h2]
    simp [Fin.forall_fin_two]

/-- One preconditioned relaxation step of length `τ` takes the error `e` to `e'`. If `|1 - τ ε| ≤ q`
on every bond, the squared norm of the error field becomes at most `q ^ 2` times its old value. -/
theorem relaxation_step (G : Matrix b n ℝ) {ε : b → ℝ} {τ q : ℝ}
    (hq : ∀ i, |1 - τ * ε i| ≤ q) {e e' : n → ℝ}
    (h : laplacian G *ᵥ e' = laplacian G *ᵥ e - τ • (dielectricOp G ε *ᵥ e)) :
    fieldNormSq G e' ≤ q ^ 2 * fieldNormSq G e := by
  -- pair the error equation with the new error
  have h1 := congrArg (fun v => e' ⬝ᵥ v) h
  simp only [dotProduct_sub, dotProduct_smul, smul_eq_mul, laplacian_pairing,
    dielectric_pairing] at h1
  -- complete the square on each bond
  have h2 : ∑ i, 2 * ((G *ᵥ e') i * (G *ᵥ e) i - τ * (ε i * ((G *ᵥ e') i * (G *ᵥ e) i))) ≤
      ∑ i, ((G *ᵥ e') i * (G *ᵥ e') i + q ^ 2 * ((G *ᵥ e) i * (G *ᵥ e) i)) := by
    refine Finset.sum_le_sum fun i _ => ?_
    have hc : (1 - τ * ε i) ^ 2 ≤ q ^ 2 :=
      sq_le_sq' (abs_le.mp (hq i)).1 (abs_le.mp (hq i)).2
    nlinarith [sq_nonneg ((G *ᵥ e') i - (1 - τ * ε i) * (G *ᵥ e) i),
      mul_le_mul_of_nonneg_right hc (mul_self_nonneg ((G *ᵥ e) i))]
  simp only [← Finset.mul_sum, Finset.sum_sub_distrib, Finset.sum_add_distrib] at h2
  simp only [dotProduct] at h1
  simp only [fieldNormSq, dotProduct]
  linarith

/-- For a dielectric function between `m > 0` and `M`, relaxation with the Laplacian as
preconditioner and step `2 / (M + m)` reduces the squared norm of the error field after `k`
steps by the factor `((M - m) / (M + m)) ^ (2 * k)` or better. -/
theorem relaxation_convergence (G : Matrix b n ℝ) {ε : b → ℝ} {m M : ℝ} (hm : 0 < m)
    (hε : ∀ i, m ≤ ε i ∧ ε i ≤ M) {ρ sol : n → ℝ} (hsol : dielectricOp G ε *ᵥ sol = ρ)
    (φ : ℕ → n → ℝ)
    (hφ : ∀ k, laplacian G *ᵥ (φ (k + 1) - φ k) =
      (2 / (M + m)) • (ρ - dielectricOp G ε *ᵥ φ k)) (k : ℕ) :
    fieldNormSq G (φ k - sol) ≤
      ((M - m) / (M + m)) ^ (2 * k) * fieldNormSq G (φ 0 - sol) := by
  have hq : ∀ i, |1 - 2 / (M + m) * ε i| ≤ (M - m) / (M + m) := by
    intro i
    obtain ⟨h1, h2⟩ := hε i
    have hs : 0 < M + m := by linarith
    have key : 1 - 2 / (M + m) * ε i = (M + m - 2 * ε i) / (M + m) := by
      rw [sub_div, div_self hs.ne']
      ring
    rw [key, abs_div, abs_of_pos hs]
    exact div_le_div_of_nonneg_right (abs_le.mpr ⟨by linarith, by linarith⟩) hs.le
  induction k with
  | zero => simp
  | succ k ih =>
    -- subtract the exact solution to obtain the error equation
    have he : laplacian G *ᵥ (φ (k + 1) - sol) = laplacian G *ᵥ (φ k - sol) -
        (2 / (M + m)) • (dielectricOp G ε *ᵥ (φ k - sol)) := by
      have h := hφ k
      rw [← hsol] at h
      simp only [mulVec_sub] at h ⊢
      linear_combination (norm := module) h
    calc fieldNormSq G (φ (k + 1) - sol)
        ≤ ((M - m) / (M + m)) ^ 2 * fieldNormSq G (φ k - sol) := relaxation_step G hq he
      _ ≤ ((M - m) / (M + m)) ^ 2 *
          (((M - m) / (M + m)) ^ (2 * k) * fieldNormSq G (φ 0 - sol)) :=
        mul_le_mul_of_nonneg_left ih (sq_nonneg _)
      _ = ((M - m) / (M + m)) ^ (2 * (k + 1)) * fieldNormSq G (φ 0 - sol) := by
        rw [← mul_assoc, ← pow_add, show 2 + 2 * k = 2 * (k + 1) by ring]

end

end DielectricPreconditioning
```

```lean
#print axioms DielectricPreconditioning.eigenvalue_bounds
#print axioms DielectricPreconditioning.eigenvalue_ratio
#print axioms DielectricPreconditioning.bounds_sharp
#print axioms DielectricPreconditioning.relaxation_convergence
```

```
'DielectricPreconditioning.eigenvalue_bounds' depends on axioms: [propext, Classical.choice, Quot.sound]
'DielectricPreconditioning.eigenvalue_ratio' depends on axioms: [propext, Classical.choice, Quot.sound]
'DielectricPreconditioning.bounds_sharp' depends on axioms: [propext, Classical.choice, Quot.sound]
'DielectricPreconditioning.relaxation_convergence' depends on axioms: [propext, Classical.choice, Quot.sound]
```

## Potentials on nodes, fields on bonds

The grid has finitely many nodes, the type `n`, and finitely many bonds, the type `b`. A potential x is a real number on each node. The matrix G turns it into a field Gx, a real number on each bond. The electric field is −Gx, but the sign drops out of everything below. A dielectric function ε gives each bond i a value ε_i, and E is the diagonal matrix of these values. The two operators are

L = Gᵀ G  (`laplacian G`)

A = Gᵀ E G  (`dielectricOp G ε`)

With this sign convention A is a discrete form of −∇·(ε∇), and the equation to solve is Aφ = ρ, with constants such as 4π absorbed in ρ. The squared field norm |Gx|² = Σ_i (Gx)_i² is `fieldNormSq G x`, without a volume element. In the code `*ᵥ` applies a matrix to a vector and `⬝ᵥ` is the scalar product.

The main theorem, `eigenvalue_bounds`, says: if m ≤ ε_i ≤ M on every bond, and if

A x = μ L x with Gx ≠ 0,

then m ≤ μ ≤ M. Writing the eigenvalue equation in this form avoids L⁻¹, which does not exist on a periodic grid, where constant potentials have no field. The hypothesis Gx ≠ 0 excludes exactly the potentials without a field: for them both sides vanish and every μ would qualify. Positivity of m is assumed only in `eigenvalue_ratio`, which bounds the ratio of any two such eigenvalues by M/m, and in the convergence theorem.

G can be any real matrix, so the dimension, the grid spacing and the choice between periodic and grounded boundaries are free, but both operators must be built from the same G. The medium is linear, with one scalar ε_i per bond; a dielectric tensor that couples different bonds is not covered.

## The eigenvalue as a weighted average of ε

Moving Gᵀ to the other side of the scalar product is the discrete summation by parts. For any potentials y and x,

y·Lx = Σ_i (Gy)_i (Gx)_i

y·Ax = Σ_i ε_i (Gy)_i (Gx)_i.

These are `laplacian_pairing` and `dielectric_pairing`. With y = x, every term of the second sum is ε_i times a square, so bounding ε_i bond by bond gives `energy_bounds`:

m |Gx|² ≤ x·Ax ≤ M |Gx|².

Now take the scalar product of the eigenvalue equation with x. It gives x·Ax = μ |Gx|², and therefore

m |Gx|² ≤ μ |Gx|² ≤ M |Gx|².

Since Gx ≠ 0, the factor |Gx|² is positive and can be divided out. In the Lean proof `hpos` is this positivity, `hE` is the equation paired with x, and `le_of_mul_le_mul_right` does the division. Physically, μ is the average of ε over the bonds, weighted by the squared field.

For two eigenvalues μ and ν, the bounds μ ≤ M and ν ≥ m > 0 give μ m ≤ M ν, which is μ/ν ≤ M/m. The Lean proof of `eigenvalue_ratio` takes these steps in the opposite order: it clears the denominators and then multiplies the two inequalities.

## A two-bond chain that reaches both bounds

Suppose the field of x is nonzero only on bonds where ε_i = c. Then E Gx = c Gx, and applying Gᵀ gives A x = c L x. This is `eigen_of_uniform_medium`; its proof checks E Gx = c Gx on each bond, separating zero from nonzero field.

The matrix `chainGradient` describes two nodes, 0 and 1, in a row behind a grounded left end. The fields on bonds 0 and 1 are

(Gx)_0 = x_0

(Gx)_1 = x_1 − x_0.

Let bond 0 have dielectric constant m and bond 1 have M. The potential (1, 1) has field (1, 0), so its eigenvalue is m. The potential (0, 1) has field (0, 1), so its eigenvalue is M. Hence `bounds_sharp`: for m ≤ M, neither bound can be improved for all grids at once, although a particular grid and medium may have a narrower spectrum.

## Relaxation at a rate set by the dielectric contrast

Consider the iteration

L(φ_{k+1} − φ_k) = τ(ρ − Aφ_k).

Let sol be a solution, A sol = ρ, and write e = φ_k − sol and e′ = φ_{k+1} − sol. Substituting ρ = A sol turns the right-hand side into −τAe, so

L e′ = L e − τ A e.

Write g = Ge and g′ = Ge′ for the error fields. Pairing with e′ and summing by parts gives

Σ_i g′_i² = Σ_i (1 − τε_i) g′_i g_i.

Assume |1 − τε_i| ≤ q on every bond. Because (g′_i − (1 − τε_i) g_i)² ≥ 0,

2(1 − τε_i) g′_i g_i ≤ g′_i² + (1 − τε_i)² g_i² ≤ g′_i² + q² g_i².

Summing over bonds and using the previous equation on the left gives 2|g′|² ≤ |g′|² + q²|g|², that is,

|g′|² ≤ q² |g|².

This is `relaxation_step`. There `h1` is the paired error equation and `h2` the summed inequality; `nlinarith` receives the square and the bound on (1 − τε_i)² as hints, and `linarith` combines the two results.

For 0 < m ≤ ε_i ≤ M, choose τ = 2/(M + m). Then

1 − τε_i = (M + m − 2ε_i)/(M + m),

and the numerator lies between −(M − m) and M − m. So q = (M − m)/(M + m) is allowed, and k steps give

|G(φ_k − sol)|² ≤ ((M − m)/(M + m))^(2k) |G(φ_0 − sol)|².

In `relaxation_convergence`, `hq` is the bound on 1 − τε_i, `he` is the error equation, and induction on k multiplies the factors. For M = 9m, for example, q = 0.8, so each step leaves at most 64 % of the squared error field.

The number of nodes and the grid spacing do not appear in this factor. For a linear dielectric with fixed bounds on ε and exact Laplacian solves, refining the grid of a continuum-solvent calculation therefore does not worsen the guaranteed reduction per step; a larger contrast M/m does.

The theorem takes a solution `sol` and a sequence `φ` obeying the iteration as given. Such a sequence can in fact be found from any starting potential, since the residual lies in the range of Gᵀ, which is also the range of GᵀG, but this argument is not part of the file. The bound concerns fields: on a periodic grid the potentials may still differ from `sol` by a constant. Approximate inner solves and rounding errors are left out, as is the discretization error between `sol` and the continuum potential.
